# The KCBS quantum bound: five cyclically orthogonal rays have total probability at most √5 in any pure state

## Five exclusive tests as five unit vectors

Five yes-no tests on a quantum system, arranged on a pentagon so that neighbours never both answer yes, are modelled here by unit vectors v_0,…,v_4, with each v_i orthogonal to v_(i+1). In a unit state ψ, test i answers yes with probability |⟨v_i,ψ⟩|². How large can the sum S of the five probabilities be? The name KCBS stands for Klyachko, Can, Binicioğlu and Shumovsky.

If the outcomes were fixed in advance, independently of which neighbour is tested alongside, at most two could be yes in any run, and averaging over runs would give S ≤ 2. Quantum mechanics allows up to √5 ≈ 2.236, so for pure states and ideal rank-one tests a single three-level system can already show contextuality.

## The statement in words

`kcbs_quantum_bound` takes a complex inner-product space `E` of any dimension, vectors `v : Fin 5 → E` and a state `ψ`. The hypotheses `hv` and `hψ` are normalisation; `ho` is exclusivity of neighbours. Addition in `Fin 5` is modulo 5, so `ho` includes v_4 ⊥ v_0. The inner product is conjugate-linear in its first argument. The conclusion is S ≤ √5.

Mixed states and projectors of higher rank are not treated. Applying the bound to an experiment also requires that each test be the same v_i whichever neighbour accompanies it.

## A sum of two squares

Let a, b, c, d, e be vectors in a real inner-product space, in pentagon order, and let s = √5. Write N for the sum of their squared norms and K for the sum of the five neighbouring inner products. Then

s N + (5−s) K − ‖a+b+c+d+e‖²
= (s−1) ‖a + ((s−1)/4)(b+e) − ((s+1)/4)(c+d)‖²
+ (s/2) ‖(b−e) + ((s−1)/2)(c−d)‖².

On the left, every squared norm has coefficient s−1, every neighbouring product 3−s, and every other product −2. The right side is unchanged by swapping b with e and c with d, so these coefficients suffice, using s² = 5:

‖a‖²: s−1
‖b‖²: (s−1)³/16 + s/2 = (s/2−1) + s/2 = s−1
‖c‖²: (s−1)(s+1)²/16 + s(s−1)²/8 = (s+1)/4 + (3s−5)/4 = s−1
⟨a,b⟩: (s−1)²/2 = 3−s
⟨b,c⟩: −(s−1)/2 + (5−s)/2 = 3−s
⟨c,d⟩: (s+1)/2 − (3s−5)/2 = 3−s
⟨a,c⟩: −(s²−1)/2 = −2
⟨b,e⟩: (s−2) − s = −2
⟨b,d⟩: −(s−1)/2 − (5−s)/2 = −2

Both squares have positive prefactors, so the difference is nonnegative.

## From vectors to probabilities

Project the state on each ray: u_i = ⟨v_i,ψ⟩ v_i. Neighbouring u_i are orthogonal, so K = 0 for the real part of the inner product, and

‖∑u_i‖² ≤ √5 ∑‖u_i‖² = √5 S.

Also ⟨∑u_i,ψ⟩ = ∑|⟨v_i,ψ⟩|² = S, so Cauchy-Schwarz gives S ≤ ‖∑u_i‖. Hence S² ≤ √5 S. Either S = 0, or division by S gives S ≤ √5.

## Dimension three attains the bound

In dimension two, orthogonality to v_1 makes v_0 and v_2 parallel, and likewise v_2 and v_4; then v_4 cannot be orthogonal to v_0. Dimension one has no orthogonal unit vectors at all. The smallest possible case is therefore ℂ³, where one can take

v_i = (√(1/√5), r cos(4πi/5), r sin(4πi/5)), r² = 1 − 1/√5.

These have norm one, since 1/√5 + r² = 1. Neighbours have overlap

1/√5 + r² cos(4π/5) = 1/√5 − (1−1/√5)(1+√5)/4 = 0.

For ψ = (1,0,0) each probability is 1/√5, and S = √5.

For predetermined outcomes n_i (`a i` in Lean), adding the five constraints n_i + n_(i+1) ≤ 1 gives 2∑n_i ≤ 5, so the integer ∑n_i is at most 2.

## The complete file

```lean
import Mathlib

open scoped InnerProductSpace

namespace KCBSBound

noncomputable section

/-- For any five vectors on a pentagon, the squared norm of their sum is bounded by `√5` times
the sum of their squared norms plus `5 - √5` times the sum of the inner products of neighbours. -/
theorem pentagon_inequality {F : Type*} [NormedAddCommGroup F] [InnerProductSpace ℝ F]
    (a b c d e : F) :
    ‖a + b + c + d + e‖ ^ 2 ≤
      √5 * (‖a‖ ^ 2 + ‖b‖ ^ 2 + ‖c‖ ^ 2 + ‖d‖ ^ 2 + ‖e‖ ^ 2) +
      (5 - √5) * (⟪a, b⟫_ℝ + ⟪b, c⟫_ℝ + ⟪c, d⟫_ℝ + ⟪d, e⟫_ℝ + ⟪e, a⟫_ℝ) := by
  have hs : √5 ^ 2 = (5 : ℝ) := Real.sq_sqrt (by norm_num)
  have h1 : (1 : ℝ) ≤ √5 := (Real.le_sqrt' (by norm_num)).mpr (by norm_num)
  generalize √5 = s at hs h1 ⊢
  -- the difference of the two sides is a sum of two squares
  have key : s * (‖a‖ ^ 2 + ‖b‖ ^ 2 + ‖c‖ ^ 2 + ‖d‖ ^ 2 + ‖e‖ ^ 2) +
      (5 - s) * (⟪a, b⟫_ℝ + ⟪b, c⟫_ℝ + ⟪c, d⟫_ℝ + ⟪d, e⟫_ℝ + ⟪e, a⟫_ℝ)
      - ‖a + b + c + d + e‖ ^ 2 =
      (s - 1) * ‖a + ((s - 1) / 4) • (b + e) - ((s + 1) / 4) • (c + d)‖ ^ 2 +
      s / 2 * ‖(b - e) + ((s - 1) / 2) • (c - d)‖ ^ 2 := by
    simp only [← real_inner_self_eq_norm_sq, inner_add_left, inner_add_right, inner_sub_left,
      inner_sub_right, real_inner_smul_left, real_inner_smul_right,
      real_inner_comm a b, real_inner_comm a c, real_inner_comm a d, real_inner_comm a e,
      real_inner_comm b c, real_inner_comm b d, real_inner_comm b e,
      real_inner_comm c d, real_inner_comm c e, real_inner_comm d e]
    linear_combination (-(1 / 2 * (⟪a, b⟫_ℝ + ⟪a, e⟫_ℝ) - 1 / 2 * (⟪a, c⟫_ℝ + ⟪a, d⟫_ℝ)
      + (s - 3) / 16 * (⟪b, b⟫_ℝ + 2 * ⟪b, e⟫_ℝ + ⟪e, e⟫_ℝ)
      - (s - 1) / 8 * (⟪b, c⟫_ℝ + ⟪b, d⟫_ℝ + ⟪c, e⟫_ℝ + ⟪d, e⟫_ℝ)
      + (s + 1) / 16 * (⟪c, c⟫_ℝ + 2 * ⟪c, d⟫_ℝ + ⟪d, d⟫_ℝ)
      + 1 / 2 * (⟪b, c⟫_ℝ - ⟪b, d⟫_ℝ - ⟪c, e⟫_ℝ + ⟪d, e⟫_ℝ)
      + (s - 2) / 8 * (⟪c, c⟫_ℝ - 2 * ⟪c, d⟫_ℝ + ⟪d, d⟫_ℝ))) * hs
  have p1 := mul_nonneg (sub_nonneg.mpr h1)
    (sq_nonneg ‖a + ((s - 1) / 4) • (b + e) - ((s + 1) / 4) • (c + d)‖)
  have p2 := mul_nonneg (show 0 ≤ s / 2 by linarith)
    (sq_nonneg ‖(b - e) + ((s - 1) / 2) • (c - d)‖)
  linarith

variable {E : Type*} [NormedAddCommGroup E] [InnerProductSpace ℂ E]

/-- If five vectors of a complex inner-product space are orthogonal to their neighbours on a
pentagon, the squared norm of their sum is at most `√5` times the sum of their squared norms. -/
theorem norm_sq_sum_le (u : Fin 5 → E) (ho : ∀ i, ⟪u i, u (i + 1)⟫_ℂ = 0) :
    ‖∑ i, u i‖ ^ 2 ≤ √5 * ∑ i, ‖u i‖ ^ 2 := by
  -- the real part of the complex inner product is a real inner product
  let _ : InnerProductSpace ℝ E := InnerProductSpace.complexToReal
  have hre : ∀ i, ⟪u i, u (i + 1)⟫_ℝ = 0 := fun i => by
    change (⟪u i, u (i + 1)⟫_ℂ).re = 0
    rw [ho i, Complex.zero_re]
  have h0 : ⟪u 0, u 1⟫_ℝ = 0 := hre 0
  have h1 : ⟪u 1, u 2⟫_ℝ = 0 := hre 1
  have h2 : ⟪u 2, u 3⟫_ℝ = 0 := hre 2
  have h3 : ⟪u 3, u 4⟫_ℝ = 0 := hre 3
  have h4 : ⟪u 4, u 0⟫_ℝ = 0 := hre 4
  have h := pentagon_inequality (u 0) (u 1) (u 2) (u 3) (u 4)
  rw [h0, h1, h2, h3, h4] at h
  rw [Fin.sum_univ_five, Fin.sum_univ_five]
  linarith

/-- **KCBS quantum bound.** For five unit vectors, each orthogonal to the next one modulo 5,
the probabilities of finding a unit state `ψ` in them add up to at most `√5`. -/
theorem kcbs_quantum_bound (v : Fin 5 → E) (ψ : E) (hv : ∀ i, ‖v i‖ = 1)
    (ho : ∀ i, ⟪v i, v (i + 1)⟫_ℂ = 0) (hψ : ‖ψ‖ = 1) :
    ∑ i, ‖⟪v i, ψ⟫_ℂ‖ ^ 2 ≤ √5 := by
  -- apply the pentagon bound to the projections of the state on the five rays
  have hb := norm_sq_sum_le (fun i => ⟪v i, ψ⟫_ℂ • v i) (fun i => by
    rw [inner_smul_left, inner_smul_right, ho i, mul_zero, mul_zero])
  simp only [norm_smul, hv, mul_one] at hb
  have hS : ∑ i, ‖⟪v i, ψ⟫_ℂ‖ ^ 2 = (⟪∑ i, ⟪v i, ψ⟫_ℂ • v i, ψ⟫_ℂ).re := by
    rw [sum_inner, Complex.re_sum]
    refine Finset.sum_congr rfl fun i _ => ?_
    rw [inner_smul_left, ← Complex.normSq_eq_conj_mul_self, Complex.ofReal_re,
      Complex.normSq_eq_norm_sq]
  -- Cauchy-Schwarz with the unit state
  have hle : ∑ i, ‖⟪v i, ψ⟫_ℂ‖ ^ 2 ≤ ‖∑ i, ⟪v i, ψ⟫_ℂ • v i‖ := by
    rw [hS]
    refine (Complex.re_le_norm _).trans ((norm_inner_le_norm _ _).trans ?_)
    rw [hψ, mul_one]
  have h0 : 0 ≤ ∑ i, ‖⟪v i, ψ⟫_ℂ‖ ^ 2 := Finset.sum_nonneg fun i _ => sq_nonneg _
  have hsq := pow_le_pow_left₀ h0 hle 2
  by_contra hc
  have hlt := not_le.mp hc
  have hpos := lt_of_le_of_lt (Real.sqrt_nonneg 5) hlt
  nlinarith [mul_pos hpos (sub_pos.mpr hlt)]

/-- The vector of `ℂ³` with real components `a`, `b`, `c`. -/
def realVec (a b c : ℝ) : EuclideanSpace ℂ (Fin 3) := !₂[(a : ℂ), (b : ℂ), (c : ℂ)]

/-- The inner product of two vectors with real components is the usual dot product. -/
theorem inner_realVec (a b c a' b' c' : ℝ) :
    ⟪realVec a b c, realVec a' b' c'⟫_ℂ = ((a * a' + b * b' + c * c' : ℝ) : ℂ) := by
  simp [realVec, PiLp.inner_apply, Fin.sum_univ_three]
  ring

/-- The pentagram vectors: five directions on a cone about the first axis, each turned by
`4π/5` from the one before, with squared component `1/√5` along the axis. -/
def pentagram (i : Fin 5) : EuclideanSpace ℂ (Fin 3) :=
  realVec √(1 / √5) (√(1 - 1 / √5) * Real.cos (4 * Real.pi * (i.val : ℝ) / 5))
    (√(1 - 1 / √5) * Real.sin (4 * Real.pi * (i.val : ℝ) / 5))

/-- The overlap of two pentagram vectors depends only on the angle between them about the axis. -/
theorem inner_pentagram (i j : Fin 5) :
    ⟪pentagram i, pentagram j⟫_ℂ = ((1 / √5 + (1 - 1 / √5) *
      Real.cos (4 * Real.pi * (i.val : ℝ) / 5 - 4 * Real.pi * (j.val : ℝ) / 5) : ℝ) : ℂ) := by
  have h1 : (1 : ℝ) ≤ √5 := (Real.le_sqrt' (by norm_num)).mpr (by norm_num)
  have h2 : 1 / √5 ≤ (1 : ℝ) := (div_le_one (by positivity)).mpr h1
  have ha : √(1 / √5) * √(1 / √5) = 1 / √5 := Real.mul_self_sqrt (by positivity)
  have hb : √(1 - 1 / √5) * √(1 - 1 / √5) = 1 - 1 / √5 :=
    Real.mul_self_sqrt (sub_nonneg.mpr h2)
  unfold pentagram
  rw [inner_realVec, Complex.ofReal_inj, Real.cos_sub]
  linear_combination ha + (Real.cos (4 * Real.pi * (i.val : ℝ) / 5) *
    Real.cos (4 * Real.pi * (j.val : ℝ) / 5) + Real.sin (4 * Real.pi * (i.val : ℝ) / 5) *
    Real.sin (4 * Real.pi * (j.val : ℝ) / 5)) * hb

/-- The pentagram vectors are unit vectors, each orthogonal to the next one modulo 5, and for the
unit state along the axis their probabilities add up to exactly `√5`. -/
theorem kcbs_quantum_bound_witness :
    (∀ i, ‖pentagram i‖ = 1) ∧ (∀ i, ⟪pentagram i, pentagram (i + 1)⟫_ℂ = 0) ∧
    ‖realVec 1 0 0‖ = 1 ∧ ∑ i, ‖⟪pentagram i, realVec 1 0 0⟫_ℂ‖ ^ 2 = √5 := by
  have hs : √5 * √5 = (5 : ℝ) := Real.mul_self_sqrt (by norm_num)
  have hne : √5 ≠ (0 : ℝ) := by positivity
  refine ⟨fun i => ?_, fun i => ?_, ?_, ?_⟩
  · refine (pow_eq_one_iff_of_nonneg (norm_nonneg _) two_ne_zero).mp ?_
    rw [← inner_self_eq_norm_sq (𝕜 := ℂ), inner_pentagram, sub_self, Real.cos_zero,
      RCLike.re_to_complex, Complex.ofReal_re]
    ring
  · -- neighbours differ by the angle 4π/5, up to sign and full turns
    have hcos : Real.cos (4 * Real.pi * (i.val : ℝ) / 5 -
        4 * Real.pi * ((i + 1).val : ℝ) / 5) = -((1 + √5) / 4) := by
      have hv : (i + 1).val = i.val + 1 ∨ (i.val = 4 ∧ (i + 1).val = 0) := by
        revert i
        decide
      rcases hv with h | ⟨h4, h0⟩
      · rw [h, show 4 * Real.pi * (i.val : ℝ) / 5 - 4 * Real.pi * ((i.val + 1 : ℕ) : ℝ) / 5
          = -(Real.pi - Real.pi / 5) by push_cast; ring,
          Real.cos_neg, Real.cos_pi_sub, Real.cos_pi_div_five]
      · rw [h0, h4, show 4 * Real.pi * ((4 : ℕ) : ℝ) / 5 - 4 * Real.pi * ((0 : ℕ) : ℝ) / 5
          = Real.pi / 5 + Real.pi + 2 * Real.pi by push_cast; ring,
          Real.cos_add_two_pi, Real.cos_add_pi, Real.cos_pi_div_five]
    have hinv : 1 / √5 = √5 / 5 := by
      rw [div_eq_iff hne]
      linarith
    rw [inner_pentagram, hcos, hinv, Complex.ofReal_eq_zero]
    linear_combination (1 / 20) * hs
  · refine (pow_eq_one_iff_of_nonneg (norm_nonneg _) two_ne_zero).mp ?_
    rw [← inner_self_eq_norm_sq (𝕜 := ℂ), inner_realVec, RCLike.re_to_complex,
      Complex.ofReal_re]
    ring
  · have h : ∀ i, ‖⟪pentagram i, realVec 1 0 0⟫_ℂ‖ ^ 2 = 1 / √5 := fun i => by
      unfold pentagram
      rw [inner_realVec, Complex.norm_real, Real.norm_eq_abs, sq_abs, mul_one, mul_zero,
        mul_zero, add_zero, add_zero, Real.sq_sqrt (by positivity)]
    simp only [h, Finset.sum_const, Finset.card_univ, Fintype.card_fin, nsmul_eq_mul]
    rw [mul_one_div, div_eq_iff hne, hs]
    norm_num

/-- Noncontextual bound: if predetermined outcomes 0 or 1 are assigned to the five tests so that
two neighbouring tests never both have outcome 1, the outcomes add up to at most 2. -/
theorem noncontextual_bound (a : Fin 5 → ℕ) (h : ∀ i, a i + a (i + 1) ≤ 1) :
    ∑ i, a i ≤ 2 := by
  have h0 : a 0 + a 1 ≤ 1 := h 0
  have h2 : a 2 + a 3 ≤ 1 := h 2
  have h3 : a 3 + a 4 ≤ 1 := h 3
  have h4 : a 4 + a 0 ≤ 1 := h 4
  have h1 : a 1 + a 2 ≤ 1 := h 1
  rw [Fin.sum_univ_five]
  omega

end

end KCBSBound
```

```lean
#print axioms KCBSBound.kcbs_quantum_bound
#print axioms KCBSBound.noncontextual_bound
```

```
'KCBSBound.kcbs_quantum_bound' depends on axioms: [propext, Classical.choice, Quot.sound]
'KCBSBound.noncontextual_bound' depends on axioms: [propext, Classical.choice, Quot.sound]
```

## How the lemmas divide the work

`pentagon_inequality` replaces √5 by a variable `s`, keeping only s² = 5 and s ≥ 1. After the inner products are expanded, `linear_combination` checks the coefficients using s² = 5.

`norm_sq_sum_le` regards the complex space as a real one and removes the neighbouring terms. `kcbs_quantum_bound` applies it to the projections, then uses Cauchy-Schwarz. Its last lines argue by contradiction: if S > √5, then S(S−√5) > 0, against S² ≤ √5 S.

`inner_realVec` and `inner_pentagram` reduce the overlaps to cosines of angle differences. `kcbs_quantum_bound_witness` evaluates them, treating the wrap from index 4 to 0 separately. In `noncontextual_bound`, `omega` does the integer arithmetic.
